# Givens rotations with a reference determinant can spread its weight over empty determinants in any real amplitudes of the same total weight

The theorem `sweep_reaches` concerns vectors of real amplitudes, not necessarily normalised, and a nonempty list of distinct determinants that excludes the reference and is empty in the starting vector `u`. It states that one Givens rotation between the reference and each listed determinant, in list order and with suitable angles, turns `u` into any vector `v` that agrees with it outside the reference and the list and has the same sum of squared amplitudes on them. The proof is by induction on the list. Each rotation gives one determinant its final amplitude and leaves the remaining weight on the reference, and the last one also fixes the sign of the reference amplitude.

The failing Lean file:

```lean
import Mathlib

open Matrix

namespace SweepReaches

noncomputable section

variable {ι : Type*} [DecidableEq ι]

/-- The Givens rotation by the angle `q` in the plane of the reference `r` and another
determinant `k`, acting on a vector of real amplitudes. -/
def givens (r k : ι) (q : ℝ) (v : ι → ℝ) : ι → ℝ := fun i =>
  if i = r then Real.cos q * v r - Real.sin q * v k
  else if i = k then Real.sin q * v r + Real.cos q * v k
  else v i

/-- The ordered product of Givens rotations along a list of determinants; the head of the
list acts first, and determinant `k` has the angle `θ k`. -/
def sweep (r : ι) (θ : ι → ℝ) : List ι → (ι → ℝ) → (ι → ℝ)
  | [], v => v
  | k :: L, v => sweep r θ L (givens r k (θ k) v)

/-- Two real amplitudes of total weight `ρ ^ 2` are `ρ cos q` and `ρ sin q` for some angle. -/
theorem exists_angle (ρ a b : ℝ) (h : a ^ 2 + b ^ 2 = ρ ^ 2) :
    ∃ q : ℝ, ρ * Real.cos q = a ∧ ρ * Real.sin q = b := by
  by_cases hρ : ρ = 0
  · have ha : a = 0 := by
      rw [hρ] at h
      nlinarith [sq_nonneg a, sq_nonneg b]
    have hb : b = 0 := by
      rw [hρ] at h
      nlinarith [sq_nonneg a, sq_nonneg b]
    exact ⟨0, by simp [hρ, ha], by simp [hρ, hb]⟩
  · -- the angle is the argument of the unit complex number (a + i b) / ρ
    obtain ⟨z, hre, him⟩ : ∃ z : ℂ, z.re = a / ρ ∧ z.im = b / ρ := ⟨⟨_, _⟩, rfl, rfl⟩
    have h1 : ‖z‖ ^ 2 = 1 := by
      rw [Complex.sq_norm, Complex.normSq_apply, hre, him]
      calc a / ρ * (a / ρ) + b / ρ * (b / ρ) = (a ^ 2 + b ^ 2) / ρ ^ 2 := by ring
        _ = 1 := by rw [h, div_self (pow_ne_zero 2 hρ)]
    have hz : ‖z‖ = 1 := by
      have h2 : (‖z‖ - 1) * (‖z‖ + 1) = 0 := by linear_combination h1
      rcases mul_eq_zero.mp h2 with h3 | h3 <;> linarith [norm_nonneg z]
    have hz0 : z ≠ 0 := by
      intro h0
      simp [h0] at hz
    refine ⟨Complex.arg z, ?_, ?_⟩
    · rw [Complex.cos_arg hz0, hz, hre, div_one]
      field_simp
    · rw [Complex.sin_arg, hz, him, div_one]
      field_simp

/-- A sweep depends only on the angles of the determinants in its list. -/
theorem sweep_congr (r : ι) (θ θ' : ι → ℝ) (L : List ι) :
    ∀ u : ι → ℝ, (∀ k ∈ L, θ k = θ' k) → sweep r θ L u = sweep r θ' L u := by
  induction L with
  | nil => intro u _; rfl
  | cons k L ih =>
    intro u h
    simp only [sweep, h k (by simp)]
    exact ih _ (fun j hj => h j (List.mem_cons_of_mem _ hj))

/-- Let the distinct determinants of a nonempty list, all different from the reference, be
empty in `u`. A sweep over them takes `u` to any `v` that has the same amplitudes outside the
list and the reference, and the same total weight on them. -/
theorem sweep_reaches (r : ι) (L : List ι) : ∀ u v : ι → ℝ, L ≠ [] → L.Nodup → r ∉ L →
    (∀ k ∈ L, u k = 0) → (∀ i, i ≠ r → i ∉ L → u i = v i) →
    v r ^ 2 + (L.map fun k => v k ^ 2).sum = u r ^ 2 → ∃ θ, sweep r θ L u = v := by
  induction L with
  | nil => intro u v h; exact absurd rfl h
  | cons k L ih =>
    intro u v _ hnd hr hu huv hsum
    obtain ⟨hkL, hL⟩ := List.nodup_cons.mp hnd
    have hkr : k ≠ r := fun h => hr (by simp [h])
    have hrL : r ∉ L := fun h => hr (List.mem_cons_of_mem _ h)
    have hk0 : u k = 0 := hu k (by simp)
    simp only [List.map_cons, List.sum_cons] at hsum
    -- a rotation with u r * sin q = v k settles determinant k
    have settle : ∀ q : ℝ, u r * Real.sin q = v k →
        ∀ i, i ≠ r → i ∉ L → givens r k q u i = v i := by
      intro q hs i hir hiL
      by_cases hik : i = k
      · simp only [givens, hik, hkr, hk0, ↓reduceIte]
        linarith
      · simp only [givens, hir, hik, ↓reduceIte]
        exact huv i hir (by simp [hik, hiL])
    have ref : ∀ q : ℝ, givens r k q u r = u r * Real.cos q := by
      intro q
      simp only [givens, hk0, ↓reduceIte]
      ring
    by_cases hLn : L = []
    · -- the last angle also fixes the sign of the reference amplitude
      obtain ⟨q, hc, hs⟩ := exists_angle (u r) (v r) (v k) (by simpa [hLn] using hsum)
      refine ⟨fun _ => q, ?_⟩
      funext i
      simp only [hLn, sweep]
      by_cases hir : i = r
      · rw [hir, ref, hc]
      · exact settle q hs i hir (by simp [hLn])
    · -- otherwise the remaining weight is left on the reference
      have hS : 0 ≤ (L.map fun k => v k ^ 2).sum := by
        refine List.sum_nonneg (fun x hx => ?_)
        obtain ⟨j, _, rfl⟩ := List.mem_map.mp hx
        exact sq_nonneg _
      have hρ := Real.sq_sqrt (add_nonneg (sq_nonneg (v r)) hS)
      obtain ⟨q, hc, hs⟩ := exists_angle (u r) _ (v k)
        ((congrArg (· + v k ^ 2) hρ).trans (by linarith))
      have h1 : ∀ j ∈ L, givens r k q u j = 0 := by
        intro j hj
        have hjr : j ≠ r := fun h => hrL (h ▸ hj)
        have hjk : j ≠ k := fun h => hkL (h ▸ hj)
        simp only [givens, hjr, hjk, ↓reduceIte]
        exact hu j (List.mem_cons_of_mem _ hj)
      obtain ⟨θ, hθ⟩ := ih (givens r k q u) v hLn hL hrL h1 (settle q hs)
        (by rw [ref, hc, hρ])
      refine ⟨Function.update θ k q, ?_⟩
      have hcong := sweep_congr r (Function.update θ k q) θ L (givens r k q u)
        (fun j hj => Function.update_of_ne (fun h => hkL (h ▸ hj)) q θ)
      simp only [sweep, Function.update_self]
      exact hcong.trans hθ

end

end SweepReaches
```

Compiling this gives:

```
Main.lean:118:58: error: invalid `▸` notation, expected result type of cast is 
  k ∈ L
however, the equality 
  h
of type 
  ?m.532 = ?m.533
does not contain the expected result type on either the left or the right hand side
```

The change, after which it compiles:

```diff
@@ -116,5 +116,5 @@
       refine ⟨Function.update θ k q, ?_⟩
       have hcong := sweep_congr r (Function.update θ k q) θ L (givens r k q u)
-        (fun j hj => Function.update_of_ne (fun h => hkL (h ▸ hj)) q θ)
+        (fun j hj => Function.update_of_ne (fun h : j = k => hkL (h ▸ hj)) q θ)
       simp only [sweep, Function.update_self]
       exact hcong.trans hθ
```

Diagnosis. The error is in the proof that setting the angle of `k` to `q` leaves the angles of the later determinants unchanged. For `j` in `L`, `Function.update_of_ne` needs a proof that `j ≠ k`, given here as a function that takes an equality `h` to a contradiction. The term `h ▸ hj` should use `h` to turn `hj : j ∈ L` into `k ∈ L`, which `hkL` refutes.

When Lean elaborates that term, however, the type of `h` is still `?m.532 = ?m.533`, with both sides unknown. The conclusion of `Function.update_of_ne` depends on the later explicit arguments `q` and `θ`, so Lean has not yet matched it with the expected equation, which would have identified the two sides as `j` and `k`. With nothing definite to rewrite, `▸` fails.

The repair writes the type out, `fun h : j = k => ...`. Now `▸` can replace `j` by `k` in `hj`, and the contradiction goes through. The mathematical argument is unchanged.
